# Mean-field spin crossover at T > 0: the slope of the free energy increases strictly with composition exactly when G ≤ 2T

One way to compute the transition curve of a spin-crossover solid in a mean-field model is to solve an equation for the high-spin fraction $x$ at each temperature $T$. A root finder such as bisection returns one solution, which leaves open whether there are others. If the cooperativity $G$ satisfies $G\le 2T$, in units with $k_B=1$, there are none. If $G>2T$ and the two spin states have equal free energy, there are exactly three solutions.

## The threshold by hand

With $k_B=1$, the free energy per molecule for $0<x<1$, measured from the pure low-spin solid, is
$$g(x)=ax+Gx(1-x)+T\,[x\ln x+(1-x)\ln(1-x)].$$
Here $a$ is the free-energy gap between high spin and low spin, and $G$ stands for the energy cost of mixing the two kinds of molecule in one lattice. Differentiation gives
$$g'(x)=a+G(1-2x)+T[\ln x-\ln(1-x)]=-T f(x),$$
$$f(x)=\ln\frac{1-x}{x}-\frac{a+G(1-2x)}{T}.$$
For $T>0$ the zeros of $f$ are therefore the stationary compositions. Its slope is
$$f'(x)=\frac{2G}{T}-\frac1{1-x}-\frac1x=\frac{2G}{T}-\frac{1}{x(1-x)}.$$

**Monotonicity.** Since $x(1-x)=\tfrac14-(x-\tfrac12)^2$, we have $1/(x(1-x))\ge4$, with equality only at $x=\tfrac12$. If $G\le2T$, then $f'<0$ except possibly at $\tfrac12$. So $f$ decreases strictly on each side of $\tfrac12$, and hence on $(0,1)$. If $G>2T$, then $f'(\tfrac12)=2G/T-4>0$, so $f$ rises just below $\tfrac12$.

**One zero for $G\le2T$.** Put $M=(|a|+|G|)/T+1$ and $x=1/(1+e^M)<\tfrac12$. Then $\ln((1-x)/x)=M$ and $a+G(1-2x)\le|a|+|G|$, so $f(x)\ge1$. Writing $f_a$ to show the gap, $f_a(1-x)=-f_{-a}(x)$. The same construction for $-a$ therefore gives a point where $f_a$ is negative. Continuity yields a zero, and strict monotonicity makes it unique.

**Three zeros for $a=0$, $G>2T$.** Now $f(\tfrac12)=0$ and $f(1-x)=-f(x)$. Below $\tfrac12$, $f$ is positive at some point and negative at another, so it has a zero $x_0$ there. Suppose there were two zeros $x<y<\tfrac12$. Rolle's theorem on $[x,y]$ and $[y,\tfrac12]$ would give $c<d<\tfrac12$ with $c(1-c)=d(1-d)=T/(2G)$. But $d(1-d)-c(1-c)=(d-c)(1-c-d)>0$. So $x_0$ is the only zero below $\tfrac12$, and reflection gives $1-x_0$ as the only one above.

## Solving for the high-spin fraction in code

In molar units, $RT$ replaces $T$ throughout, except in the gap $a=\Delta H-T\Delta S$, where $\Delta H$ and $\Delta S$ are the molar enthalpy and entropy of high spin minus those of low spin. A program can compute $a$ at each temperature and bisect $f$ between $1/(1+e^M)$ and $1-1/(1+e^M)$. For $G\le2T$ this bracket encloses the only root. At $a=0$ and $G>2T$ the first midpoint is $x=\tfrac12$, which is a root but a local maximum of $g$, since $g''(\tfrac12)=4T-2G<0$. Bisection between $1/(1+e^M)$, where $f>0$, and $\tfrac14+T/(2G)$, where $f<0$, finds the root $x_0$ below $\tfrac12$ instead, and $1-x_0$ follows by reflection.

## Free energy and drive in Lean

```lean
import Mathlib

open Set

namespace SpinCrossover

noncomputable section
```

All quantities are real numbers.

```lean
/-- Mean-field free energy per molecule (with `k_B = 1`) at high-spin fraction `0 < x < 1`:
spin-state gap `a`, cooperativity `G`, and mixing entropy at temperature `T`. -/
def freeEnergy (a G T x : ℝ) : ℝ :=
  a * x + G * (x * (1 - x)) + T * (x * Real.log x + (1 - x) * Real.log (1 - x))
```

`freeEnergy a G T x` is $g(x)$. It describes a homogeneous solid with a single composition, without domains or short-range correlations.

```lean
/-- The function `ln((1-x)/x) - (a + G(1-2x))/T` of the high-spin fraction,
for `0 < x < 1` and `T ≠ 0`. -/
def drive (a G T x : ℝ) : ℝ :=
  Real.log ((1 - x) / x) - (a + G * (1 - 2 * x)) / T
```

`drive a G T x` is $f(x)$. The range $0<x<1$ enters through the theorems, either as inequalities or as the open interval `Ioo 0 1`.

```lean
/-- For `T > 0` and `0 < x < 1`, the slope of the free energy is `-T` times the drive. -/
theorem hasDerivAt_freeEnergy {a G T x : ℝ} (hT : 0 < T) (hx0 : 0 < x) (hx1 : x < 1) :
    HasDerivAt (freeEnergy a G T) (-(T * drive a G T x)) x := by
  have hne : 1 - x ≠ 0 := (sub_pos.2 hx1).ne'
  have hx := hasDerivAt_id' x
  have h1 : HasDerivAt (fun y : ℝ => 1 - y) (-1) x := hx.const_sub 1
  have hl := Real.hasDerivAt_log hx0.ne'
  have hm := h1.log hne
  have h := ((hx.const_mul a).fun_add ((hx.fun_mul h1).const_mul G)).fun_add
    (((hx.fun_mul hl).fun_add (h1.fun_mul hm)).const_mul T)
  refine h.congr_deriv ?_
  have e1 : x * x⁻¹ = 1 := mul_inv_cancel₀ hx0.ne'
  have e2 : (1 - x) * (-1 / (1 - x)) = -1 := by field_simp
  have e3 : T * ((a + G * (1 - 2 * x)) / T) = a + G * (1 - 2 * x) := by field_simp
  unfold drive
  rw [Real.log_div hne hx0.ne']
  linear_combination T * e1 + T * e2 - e3
```

This is $g'=-Tf$, so the link between the drive and the free energy is derived. The proof assembles the derivative by the sum and product rules; `linear_combination` then matches it to $-Tf$.

```lean
/-- At `0 < x < 1` the drive has slope `2G/T - 1/(x(1-x))`. -/
theorem hasDerivAt_drive (a G T : ℝ) {x : ℝ} (hx0 : 0 < x) (hx1 : x < 1) :
    HasDerivAt (drive a G T) (2 * G / T - 1 / (x * (1 - x))) x := by
  have hne : 1 - x ≠ 0 := (sub_pos.2 hx1).ne'
  have hz : x ≠ 0 := hx0.ne'
  have hx := hasDerivAt_id' x
  have hs : HasDerivAt (fun y : ℝ => 1 - y) (-1) x := hx.const_sub 1
  have hq := (hs.fun_div hx hz).log (div_ne_zero hne hz)
  have hl := ((((hx.const_mul (2 : ℝ)).const_sub 1).const_mul G).const_add a).div_const T
  refine (hq.fun_sub hl).congr_deriv ?_
  have e : (-1 * x - (1 - x) * 1) / x ^ 2 / ((1 - x) / x) = -(1 / (x * (1 - x))) := by
    rw [show -1 * x - (1 - x) * 1 = -1 by ring]
    field_simp
  linear_combination e
```

The slope of $f$ is obtained in the same way.

## The sign of the slope

```lean
/-- For `T > 0`, the change of the drive between two compositions `0 < x < y < 1` is fixed by
its slope at some composition `c` between them. -/
theorem drive_mean_value (a G : ℝ) {T x y : ℝ} (hT : 0 < T) (hx : 0 < x) (hxy : x < y)
    (hy : y < 1) : ∃ c ∈ Ioo x y, T * (c * (1 - c)) * (drive a G T y - drive a G T x) =
      (2 * G * (c * (1 - c)) - T) * (y - x) := by
  obtain ⟨c, hc, h⟩ := exists_hasDerivAt_eq_slope (drive a G T)
    (fun z => 2 * G / T - 1 / (z * (1 - z))) hxy
    (fun z hz => (hasDerivAt_drive a G T (hx.trans_le hz.1)
      (hz.2.trans_lt hy)).continuousAt.continuousWithinAt)
    (fun z hz => hasDerivAt_drive a G T (hx.trans hz.1) (hz.2.trans hy))
  refine ⟨c, hc, ?_⟩
  have hp : c * (1 - c) ≠ 0 :=
    mul_ne_zero (hx.trans hc.1).ne' (sub_pos.2 (hc.2.trans hy)).ne'
  have h' : drive a G T y - drive a G T x = (2 * G / T - 1 / (c * (1 - c))) * (y - x) :=
    ((eq_div_iff (sub_pos.2 hxy).ne').1 h).symm
  have e1 : T * (2 * G / T) = 2 * G := by field_simp
  have e2 : (c * (1 - c)) * (1 / (c * (1 - c))) = 1 := mul_one_div_cancel hp
  rw [h']
  linear_combination (c * (1 - c)) * (y - x) * e1 - T * (y - x) * e2
```

This is the mean value theorem multiplied through by $Tc(1-c)$, which is positive. The sign of $f(y)-f(x)$ can now be read from $2Gc(1-c)-T$.

```lean
/-- For `T > 0` and `G > 2T`, the drive at some composition below one half is lower than
at one half. -/
theorem drive_lt_half (a : ℝ) {G T : ℝ} (hT : 0 < T) (hG : 2 * T < G) :
    ∃ c ∈ Ioo (0 : ℝ) (1 / 2), drive a G T c < drive a G T (1 / 2) := by
  have hGp : 0 < G := by linarith
  obtain ⟨s, hs⟩ : ∃ s, s = T / (2 * G) := ⟨_, rfl⟩
  have hs0 : 0 < s := by rw [hs]; positivity
  have hs1 : s < 1 / 4 := by
    rw [hs, div_lt_iff₀ (by positivity)]
    linarith
  have hsT : 2 * G * s = T := by rw [hs]; field_simp
  -- between 1/4 + s and 1/2 the slope is positive
  obtain ⟨c, hc, h⟩ := drive_mean_value a G hT (x := 1 / 4 + s) (y := 1 / 2)
    (by linarith) (by linarith) (by norm_num)
  have hc1 := hc.1
  have hc2 := hc.2
  have hp : s < c * (1 - c) := by
    nlinarith [mul_pos (sub_pos.2 hc2) (by linarith : 0 < 1 / 2 + c)]
  have hpos : 0 < 2 * G * (c * (1 - c)) - T := by
    nlinarith [mul_pos hGp (sub_pos.2 hp)]
  refine ⟨1 / 4 + s, ⟨by linarith, by linarith⟩, ?_⟩
  by_contra hle
  have h1 := mul_pos hpos (by linarith : 0 < 1 / 2 - (1 / 4 + s))
  have h2 := mul_nonneg (mul_pos hT (hs0.trans hp)).le (sub_nonneg.2 (not_lt.1 hle))
  linarith
```

The phrase "just below $\tfrac12$" becomes an explicit point. With $s=T/(2G)<\tfrac14$, every $c$ between $\tfrac14+s$ and $\tfrac12$ satisfies $c(1-c)>c-\tfrac14>s$, so the slope is positive there and $f(\tfrac14+s)<f(\tfrac12)$.

```lean
/-- For `T > 0`, the drive is strictly decreasing in the high-spin fraction on `(0,1)`
exactly when `G ≤ 2T`. -/
theorem drive_strictAntiOn_iff (a G : ℝ) {T : ℝ} (hT : 0 < T) :
    StrictAntiOn (drive a G T) (Ioo 0 1) ↔ G ≤ 2 * T := by
  constructor
  · intro h
    by_contra hG
    obtain ⟨c, hc, hlt⟩ := drive_lt_half a hT (not_le.1 hG)
    exact lt_asymm hlt
      (h ⟨hc.1, by linarith [hc.2]⟩ ⟨by norm_num, by norm_num⟩ hc.2)
  · intro hG
    -- on either side of 1/2 the slope is strictly negative
    have key : ∀ x y : ℝ, 0 < x → x < y → y < 1 → (y ≤ 1 / 2 ∨ 1 / 2 ≤ x) →
        drive a G T y < drive a G T x := by
      intro x y hx hxy hy hs
      obtain ⟨c, hc, h⟩ := drive_mean_value a G hT hx hxy hy
      have hc1 := hc.1
      have hc2 := hc.2
      have hcne : c - 1 / 2 ≠ 0 := by
        rcases hs with hs | hs
        · exact (by linarith : c - 1 / 2 < 0).ne
        · exact (by linarith : 0 < c - 1 / 2).ne'
      have hp : 0 < c * (1 - c) := mul_pos (hx.trans hc1) (by linarith)
      have hsq : 0 < (c - 1 / 2) ^ 2 :=
        lt_of_le_of_ne (sq_nonneg _) (Ne.symm (pow_ne_zero 2 hcne))
      have hq : c * (1 - c) < 1 / 4 := by nlinarith
      have hneg : 2 * G * (c * (1 - c)) - T < 0 := by
        nlinarith [mul_nonneg (sub_nonneg.2 hG) hp.le, mul_pos hT (sub_pos.2 hq)]
      have hn := mul_neg_of_neg_of_pos hneg (sub_pos.2 hxy)
      by_contra hle
      have h2 := mul_nonneg (mul_pos hT hp).le (sub_nonneg.2 (not_lt.1 hle))
      linarith
    intro x hx y hy hxy
    rcases le_or_gt y (1 / 2) with h | h
    · exact key x y hx.1 hxy hy.2 (Or.inl h)
    rcases le_or_gt (1 / 2) x with h' | h'
    · exact key x y hx.1 hxy hy.2 (Or.inr h')
    exact (key (1 / 2) y (by norm_num) h hy.2 (Or.inr le_rfl)).trans
      (key x (1 / 2) hx.1 h' (by norm_num) (Or.inl le_rfl))
```

`StrictAntiOn` means strictly decreasing on the given set. The equivalence holds for every real $a$ and $G$, including negative $G$. One direction uses the preceding lemma. In the other, `key` treats pairs on one side of $\tfrac12$, and a pair on opposite sides is compared through $\tfrac12$.

## Counting the stationary compositions

```lean
/-- Exchanging high-spin and low-spin fractions and reversing the gap reverses the drive. -/
theorem drive_reflect (a G T x : ℝ) : drive a G T (1 - x) = -drive (-a) G T x := by
  unfold drive
  rw [show (1 - (1 - x)) / (1 - x) = ((1 - x) / x)⁻¹ by rw [inv_div, sub_sub_cancel],
    Real.log_inv]
  ring
```

This is $f_a(1-x)=-f_{-a}(x)$: exchanging the spin states inverts the argument of the logarithm.

```lean
/-- For `T > 0`, the drive is positive at some high-spin fraction below one half. -/
theorem exists_drive_pos (a G : ℝ) {T : ℝ} (hT : 0 < T) :
    ∃ x ∈ Ioo (0 : ℝ) (1 / 2), 0 < drive a G T x := by
  obtain ⟨M, hM⟩ : ∃ M, M = (|a| + |G|) / T + 1 := ⟨_, rfl⟩
  have hM0 : 0 < M := by rw [hM]; positivity
  have hE : 1 < Real.exp M := Real.one_lt_exp_iff.2 hM0
  -- the composition at which the logarithm equals M
  obtain ⟨x, hx0, hxE⟩ : ∃ x : ℝ, 0 < x ∧ x * (1 + Real.exp M) = 1 :=
    ⟨(1 + Real.exp M)⁻¹, by positivity, inv_mul_cancel₀ (by positivity)⟩
  have hx1 : x < 1 / 2 := by nlinarith [mul_pos hx0 (sub_pos.2 hE)]
  have hq : (1 - x) / x = Real.exp M := by
    rw [div_eq_iff hx0.ne']
    linear_combination -hxE
  have hb : a + G * (1 - 2 * x) ≤ |a| + |G| := by
    nlinarith [le_abs_self a, mul_nonneg (abs_nonneg G) hx0.le,
      mul_nonneg (sub_nonneg.2 (le_abs_self G)) (by linarith : 0 ≤ 1 - 2 * x)]
  have hd := div_nonneg (sub_nonneg.2 hb) hT.le
  rw [sub_div] at hd
  refine ⟨x, ⟨hx0, hx1⟩, ?_⟩
  unfold drive
  rw [hq, Real.log_exp]
  linarith
```

The proof uses the $M$ and $x$ of the derivation by hand.

```lean
/-- For `T > 0` and `G ≤ 2T`, the drive vanishes at exactly one high-spin fraction in `(0,1)`,
whatever the gap `a`. -/
theorem existsUnique_drive_zero (a : ℝ) {G T : ℝ} (hT : 0 < T) (hG : G ≤ 2 * T) :
    ∃! x, x ∈ Ioo (0 : ℝ) 1 ∧ drive a G T x = 0 := by
  obtain ⟨u, hu, hup⟩ := exists_drive_pos a G hT
  obtain ⟨v, hv, hvp⟩ := exists_drive_pos (-a) G hT
  have hvn : drive a G T (1 - v) < 0 := by rw [drive_reflect]; linarith
  have hc : ContinuousOn (drive a G T) (Ioo 0 1) := fun z hz =>
    (hasDerivAt_drive a G T hz.1 hz.2).continuousAt.continuousWithinAt
  have hu' : u ∈ Ioo (0 : ℝ) 1 := ⟨hu.1, by linarith [hu.2]⟩
  have hv' : 1 - v ∈ Ioo (0 : ℝ) 1 := ⟨by linarith [hv.2], by linarith [hv.1]⟩
  obtain ⟨x, hx, h⟩ := isPreconnected_Ioo.intermediate_value hv' hu' hc
    (show (0 : ℝ) ∈ Icc _ _ from ⟨hvn.le, hup.le⟩)
  exact ⟨x, ⟨hx, h⟩, fun y hy =>
    ((drive_strictAntiOn_iff a G hT).2 hG).injOn hy.1 hx (hy.2.trans h.symm)⟩
```

`∃!` reads "there is exactly one". The intermediate value theorem supplies the zero, and injectivity of a strictly decreasing function excludes a second.

```lean
/-- At zero gap, for `T > 0` and `G > 2T`, the drive has exactly three zeros in `(0,1)`:
one half, and a pair `x₀`, `1 - x₀` with `0 < x₀ < 1/2`. -/
theorem drive_three_zeros {G T : ℝ} (hT : 0 < T) (hG : 2 * T < G) :
    ∃ x₀ ∈ Ioo (0 : ℝ) (1 / 2), ∀ x ∈ Ioo (0 : ℝ) 1,
      (drive 0 G T x = 0 ↔ x = x₀ ∨ x = 1 / 2 ∨ x = 1 - x₀) := by
  have hGp : 0 < G := by linarith
  have half : drive 0 G T (1 / 2) = 0 := by norm_num [drive]
  have refl0 : ∀ x, drive 0 G T x = 0 → drive 0 G T (1 - x) = 0 := by
    intro x hx
    rw [drive_reflect, neg_zero, hx, neg_zero]
  obtain ⟨u, hu, hup⟩ := exists_drive_pos 0 G hT
  obtain ⟨v, hv, hvn⟩ := drive_lt_half 0 hT hG
  rw [half] at hvn
  have hc : ContinuousOn (drive 0 G T) (Ioo 0 (1 / 2)) := fun z hz =>
    (hasDerivAt_drive 0 G T hz.1
      (by linarith [hz.2])).continuousAt.continuousWithinAt
  obtain ⟨x₀, hx₀, h₀⟩ := isPreconnected_Ioo.intermediate_value hv hu hc
    (show (0 : ℝ) ∈ Icc _ _ from ⟨hvn.le, hup.le⟩)
  -- two zeros below 1/2 would give two critical points below 1/2
  have uniq : ∀ x y : ℝ, 0 < x → x < y → y < 1 / 2 →
      drive 0 G T x = 0 → drive 0 G T y = 0 → False := by
    intro x y hx hxy hy h1 h2
    obtain ⟨c, hc, h⟩ := drive_mean_value 0 G hT hx hxy (by linarith)
    obtain ⟨d, hd, k⟩ := drive_mean_value 0 G hT (hx.trans hxy) hy (by norm_num)
    rw [h1, h2, sub_zero, mul_zero] at h
    rw [half, h2, sub_zero, mul_zero] at k
    have h' := (mul_eq_zero.1 h.symm).resolve_right (sub_pos.2 hxy).ne'
    have k' := (mul_eq_zero.1 k.symm).resolve_right (sub_pos.2 hy).ne'
    have hlt : c * (1 - c) < d * (1 - d) := by
      nlinarith [mul_pos (by linarith [hc.2, hd.1] : 0 < d - c)
        (by linarith [hc.2, hd.2] : 0 < 1 - c - d)]
    nlinarith [mul_pos hGp (sub_pos.2 hlt)]
  have low : ∀ x : ℝ, 0 < x → x < 1 / 2 → drive 0 G T x = 0 → x = x₀ := by
    intro x hx hx' h
    rcases lt_trichotomy x x₀ with hlt | heq | hgt
    · exact (uniq x x₀ hx hlt hx₀.2 h h₀).elim
    · exact heq
    · exact (uniq x₀ x hx₀.1 hgt hx' h₀ h).elim
  refine ⟨x₀, hx₀, fun x hx => ⟨fun h => ?_, fun h => ?_⟩⟩
  · rcases lt_trichotomy x (1 / 2) with hlt | heq | hgt
    · exact Or.inl (low x hx.1 hlt h)
    · exact Or.inr (Or.inl heq)
    · have := low (1 - x) (by linarith [hx.2]) (by linarith) (refl0 x h)
      exact Or.inr (Or.inr (by linarith))
  · rcases h with h | h | h
    · rw [h]; exact h₀
    · rw [h]; exact half
    · rw [h]; exact refl0 x₀ h₀

end

end SpinCrossover
```

The equivalence inside the statement lists all zeros in $(0,1)$, and $0<x_0<\tfrac12$ makes the three distinct. `uniq` is the Rolle argument, `low` identifies any zero below $\tfrac12$ with $x_0$, and the last case split reflects zeros from above. The theorem covers only $a=0$; for $G>2T$ with a nonzero gap the number of zeros is left open.

```lean
#print axioms SpinCrossover.hasDerivAt_freeEnergy
#print axioms SpinCrossover.existsUnique_drive_zero
#print axioms SpinCrossover.drive_three_zeros
```

```
'SpinCrossover.hasDerivAt_freeEnergy' depends on axioms: [propext, Classical.choice, Quot.sound]
'SpinCrossover.existsUnique_drive_zero' depends on axioms: [propext, Classical.choice, Quot.sound]
'SpinCrossover.drive_three_zeros' depends on axioms: [propext, Classical.choice, Quot.sound]
```

## Convexity as another formulation

The threshold could also be stated as strict convexity of `freeEnergy` on $(0,1)$. The condition $G\le2T$ would be the same, and a stationary point would at once be recognised as the minimum. The existence of that point would still need the behaviour of $g'$ near $0$ and $1$, and the equation passed to the root finder would no longer appear in the statement.
